# Above the largest diagonal element, the average sign of a finite real symmetric Hamiltonian does not depend on the energy shift

In my series-expansion simulation I replace every matrix element of $c-H$ by its absolute value to get a sampling weight, and the signs that I drop come back as an average sign. Raising the energy shift $c$ helped at first, because it made the diagonal elements positive. Now they all are, and the average sign is still well below one. Will a larger $c$ improve it further?

## The shift acts only on the diagonal

The modulus has to be taken entry by entry in the simulation basis: $|c-H|$ has the entries $|c\,\delta_{ij}-H_{ij}|$, and is not the operator modulus $\sqrt{(c-H)^2}$. With this choice, for a finite real symmetric $H$ and inverse temperature $\beta\ge 0$, the answer is no. Define

$$s(c)=\frac{N(c)}{D(c)},\qquad N(c)=\operatorname{Tr}e^{\beta(c-H)},\qquad D(c)=\operatorname{Tr}e^{\beta|c-H|}.$$

Expanding both exponentials gives sums over closed walks through the basis. Apart from a common factor $\beta^k/k!$ at order $k$, the weights are products of matrix elements in $N$ and their absolute values in $D$, so $s(c)$ is the mean sign of the sampled walks.

**Both sums are positive.** For symmetric $A$, $e^A=E^2$ with $E=e^{A/2}$ symmetric and invertible. Hence $\operatorname{Tr}e^A=\sum_{ij}E_{ij}^2>0$.

**A shift scales the numerator.** A constant commutes with $H$, so $N(d)=e^{\beta(d-c)}N(c)$.

**The denominator grows no faster.** Let $c\le d$. Off-diagonal moduli don't depend on the shift, and on the diagonal

$$|d-H_{ii}|\le (d-c)+|c-H_{ii}|.$$

So $|d-H|\le(d-c)+|c-H|$ entrywise. Both sides have non-negative entries, so the inequality passes to all powers, and through the exponential series to the traces:

$$D(d)\le e^{\beta(d-c)}D(c).$$

Dividing gives $s(d)\ge s(c)$.

**The plateau.** If $c$ and $d$ are both at least every $H_{ii}$, then $|d-H_{ii}|=d-H_{ii}=(d-c)+|c-H_{ii}|$. The bound on $D$ becomes an equality and $s(d)=s(c)$. Smaller shifts give at most this value, by monotonicity.

**Below the plateau.** If $c<d$ and $c<H_{ii}$ for some $i$, the diagonal inequality is strict there. For $\beta>0$ the first-order traces already differ, and $s(d)>s(c)$. Your early improvement was therefore real.

## A triangle at β = 1

Take three sites with zero diagonal and all off-diagonal elements of $H$ equal to $+1$. In the common convention $H=-t\sum(\dots)$ this is $t=-1$. The eigenvalues are $2,-1,-1$, so

$$s(0)=\frac{e^{-2}+2e}{e^{2}+2e^{-1}}\approx\frac{5.572}{8.125}\approx0.686.$$

At $c=1$ both sums gain a factor $e$, and the value stays at $0.686$. At $c=-1$ the numerator gains $e^{-1}$ and the denominator $e$, so $s(-1)=e^{-2}s(0)\approx0.093$.

The remaining sign problem comes from walks around the triangle. At $c=0$ the third-order trace is $-6\beta^3$ in the numerator and $+6\beta^3$ in the denominator. No other order favours the numerator, so $s(0)<1$ for every $\beta>0$; since $s(0)$ is the plateau value, $s(c)<1$ at every shift.

## A real matrix that is not symmetric

Reality of $H$ alone does not make the plateau the maximum. The following matrix shows this; it is not Hermitian, so it is a mathematical counterexample and not a physical Hamiltonian. Let

$$H=\begin{pmatrix}0&\pi\\-\pi&0\end{pmatrix},\qquad \beta=1.$$

Then $e^{-H}=-1$, so $N(0)=-2$, while $D(0)=2\cosh\pi$. This gives $s(0)=-1/\cosh\pi\approx-0.086$. At $c=-1$ the ratio is multiplied by $e^{-2}$, giving about $-0.012$, which is larger. The monotonicity argument needs a non-negative numerator, and symmetry supplies it.

## What the Lean theorems say

The basis is a finite type `n`, and `H` is a real matrix indexed by it. `H.IsSymm` says that the Hamiltonian is Hermitian with real matrix elements, and `Nonempty n` that there is at least one basis state. `signedSum`, `absSum` and `averageSign` are $N$, $D$ and $s$; `absEntries` is the entrywise modulus, and `NormedSpace.exp` is the full matrix exponential, without a cutoff in expansion order.

- `averageSign_plateau` assumes `0 ≤ β` and `∀ i, H i i ≤ c`. Every other shift `d` that meets the same condition gives the same average sign, and no real shift `c'` gives a larger one.
- `averageSign_mono` states that $s$ is nondecreasing for `0 ≤ β`, with strict increase from `c` to a larger `d` when `β` is positive and `c` lies below some diagonal element.
- `triangle_averageSign_lt_one` states that the triangle has average sign below one for every positive `β` and every shift.

The step left to you is to identify $s(c)$ with the sign that your program measures. Many codes split $H$ into bond operators, shift each one separately and take the modulus of each bond's matrix element. Their absolute weights can then differ from those of $|c-H|$.

For a quantum Monte Carlo simulation whose measured sign is $s(c)$, with a real symmetric Hamiltonian in a finite basis, the result means that a uniform energy shift cannot reduce a sign problem left on the plateau. A change of basis is one of the other things to try.

```lean
import Mathlib

open Matrix

namespace SeriesExpansionShift

noncomputable section

variable {n : Type*} [Fintype n] [DecidableEq n]

/-- The matrix of absolute values of the entries of `A`. -/
def absEntries (A : Matrix n n ℝ) : Matrix n n ℝ := A.map (fun x => |x|)

/-- The signed partition sum `Tr exp(β(c - H))` at energy shift `c`. -/
def signedSum (β : ℝ) (H : Matrix n n ℝ) (c : ℝ) : ℝ :=
  trace (NormedSpace.exp (β • (c • (1 : Matrix n n ℝ) - H)))

/-- The partition sum `Tr exp(β|c - H|)`, with the modulus taken entry by entry. -/
def absSum (β : ℝ) (H : Matrix n n ℝ) (c : ℝ) : ℝ :=
  trace (NormedSpace.exp (β • absEntries (c • (1 : Matrix n n ℝ) - H)))

/-- The average sign `s(c)`, for `β ≥ 0` and a symmetric `H` on a nonempty basis: the signed sum
divided by the sum with absolute values. -/
def averageSign (β : ℝ) (H : Matrix n n ℝ) (c : ℝ) : ℝ := signedSum β H c / absSum β H c

/-- The trace of a matrix exponential is the sum of the traces of the powers over `k!`. -/
theorem hasSum_trace_exp (A : Matrix n n ℝ) :
    HasSum (fun k : ℕ => (k.factorial : ℝ)⁻¹ * trace (A ^ k)) (trace (NormedSpace.exp A)) := by
  let : NormedRing (Matrix n n ℝ) := Matrix.linftyOpNormedRing
  let : NormedAlgebra ℝ (Matrix n n ℝ) := Matrix.linftyOpNormedAlgebra
  have h := NormedSpace.exp_series_hasSum_exp' (𝕂 := ℝ) A
  have h2 : HasSum (fun k : ℕ => trace ((k.factorial : ℝ)⁻¹ • A ^ k))
      (trace (NormedSpace.exp A)) :=
    h.map (Matrix.traceAddMonoidHom n ℝ) (Continuous.matrix_trace continuous_id)
  simpa only [Matrix.trace_smul, smul_eq_mul] using h2

/-- If `B` dominates the absolute values of the entries of `A`, then each power of `B` dominates
the same power of `A` in this sense. -/
theorem abs_pow_le {A B : Matrix n n ℝ} (h : ∀ i j, |A i j| ≤ B i j) (k : ℕ) :
    ∀ i j, |(A ^ k) i j| ≤ (B ^ k) i j := by
  induction k with
  | zero =>
    intro i j
    rcases eq_or_ne i j with rfl | hij
    · simp
    · simp [Matrix.one_apply_ne hij]
  | succ k ih =>
    intro i j
    rw [pow_succ, pow_succ, Matrix.mul_apply, Matrix.mul_apply]
    refine (Finset.abs_sum_le_sum_abs _ _).trans (Finset.sum_le_sum fun l _ => ?_)
    rw [abs_mul]
    exact mul_le_mul (ih i l) (h l j) (abs_nonneg _) ((abs_nonneg _).trans (ih i l))

/-- If `B` dominates the absolute values of the entries of `A`, then `Tr exp A ≤ Tr exp B`, and
the inequality is strict as soon as some power of `B` has a larger trace than that of `A`. -/
theorem trace_exp_le_and_lt {A B : Matrix n n ℝ} (h : ∀ i j, |A i j| ≤ B i j) :
    trace (NormedSpace.exp A) ≤ trace (NormedSpace.exp B) ∧
    ∀ k : ℕ, trace (A ^ k) < trace (B ^ k) →
      trace (NormedSpace.exp A) < trace (NormedSpace.exp B) := by
  have hle : ∀ k : ℕ, (k.factorial : ℝ)⁻¹ * trace (A ^ k) ≤
      (k.factorial : ℝ)⁻¹ * trace (B ^ k) := fun k =>
    mul_le_mul_of_nonneg_left
      (Finset.sum_le_sum fun i _ => (le_abs_self _).trans (abs_pow_le h k i i)) (by positivity)
  refine ⟨hasSum_le hle (hasSum_trace_exp A) (hasSum_trace_exp B), fun k hk => ?_⟩
  exact hasSum_lt (i := k) hle (mul_lt_mul_of_pos_left hk (by positivity))
    (hasSum_trace_exp A) (hasSum_trace_exp B)

/-- Adding the constant `x` to a matrix multiplies `Tr exp(βA)` by `exp(βx)`. -/
theorem trace_exp_shift (β x : ℝ) (A : Matrix n n ℝ) :
    trace (NormedSpace.exp (β • (x • (1 : Matrix n n ℝ) + A))) =
      Real.exp (β * x) * trace (NormedSpace.exp (β • A)) := by
  have h1 : NormedSpace.exp ((β * x) • (1 : Matrix n n ℝ)) = Real.exp (β * x) • 1 := by
    let : NormedRing (Matrix n n ℝ) := Matrix.linftyOpNormedRing
    let : NormedAlgebra ℝ (Matrix n n ℝ) := Matrix.linftyOpNormedAlgebra
    have h := NormedSpace.algebraMap_exp_comm (𝔸 := Matrix n n ℝ) (β * x)
    rw [Algebra.algebraMap_eq_smul_one, Algebra.algebraMap_eq_smul_one,
      ← Real.exp_eq_exp_ℝ] at h
    exact h.symm
  have hc : Commute ((β * x) • (1 : Matrix n n ℝ)) (β • A) :=
    (Commute.one_left (β • A)).smul_left (β * x)
  rw [smul_add, smul_smul, Matrix.exp_add_of_commute _ _ hc, h1, smul_mul_assoc, one_mul,
    Matrix.trace_smul, smul_eq_mul]

/-- On a nonempty basis, `Tr exp A` is positive for every real symmetric `A`. -/
theorem trace_exp_pos [Nonempty n] {A : Matrix n n ℝ} (hA : A.IsSymm) :
    0 < trace (NormedSpace.exp A) := by
  -- exp A is the square of the invertible symmetric matrix exp (A/2)
  have hE : NormedSpace.exp A =
      NormedSpace.exp ((1 / 2 : ℝ) • A) * NormedSpace.exp ((1 / 2 : ℝ) • A) := by
    rw [← Matrix.exp_add_of_commute _ _ (Commute.refl _)]
    congr 1
    module
  have hs : (NormedSpace.exp ((1 / 2 : ℝ) • A))ᵀ = NormedSpace.exp ((1 / 2 : ℝ) • A) := by
    rw [← Matrix.exp_transpose, Matrix.transpose_smul, hA.eq]
  have hu : IsUnit (NormedSpace.exp ((1 / 2 : ℝ) • A)) := Matrix.isUnit_exp _
  rw [hE]
  generalize NormedSpace.exp ((1 / 2 : ℝ) • A) = E at hs hu ⊢
  obtain ⟨i, j, hij⟩ : ∃ i j, E i j ≠ 0 := by
    by_contra! h
    exact hu.ne_zero (Matrix.ext h)
  have hsq : trace (E * E) = ∑ a, ∑ b, E a b ^ 2 := by
    simp only [Matrix.trace, Matrix.diag_apply, Matrix.mul_apply]
    refine Finset.sum_congr rfl fun a _ => Finset.sum_congr rfl fun b _ => ?_
    have hab : E b a = E a b := congrFun (congrFun hs a) b
    rw [hab, sq]
  rw [hsq]
  exact Finset.sum_pos' (fun a _ => Finset.sum_nonneg fun b _ => sq_nonneg _)
    ⟨i, Finset.mem_univ i, Finset.sum_pos' (fun b _ => sq_nonneg _)
      ⟨j, Finset.mem_univ j, by positivity⟩⟩

/-- For a real symmetric `H` on a nonempty basis, the signed sum and the sum with absolute values
are both positive. -/
theorem sums_pos [Nonempty n] {H : Matrix n n ℝ} (hH : H.IsSymm) (β c : ℝ) :
    0 < signedSum β H c ∧ 0 < absSum β H c := by
  have hs : (c • (1 : Matrix n n ℝ) - H)ᵀ = c • (1 : Matrix n n ℝ) - H := by
    rw [Matrix.transpose_sub, Matrix.transpose_smul, Matrix.transpose_one, hH.eq]
  constructor
  · refine trace_exp_pos ?_
    rw [Matrix.IsSymm, Matrix.transpose_smul, hs]
  · refine trace_exp_pos (Matrix.IsSymm.ext fun i j => ?_)
    exact congrArg (fun x : ℝ => β * |x|) (congrFun (congrFun hs i) j)

/-- Changing the shift from `c` to `d` multiplies the signed sum by `exp(β(d - c))`. -/
theorem signedSum_shift (β : ℝ) (H : Matrix n n ℝ) (c d : ℝ) :
    signedSum β H d = Real.exp (β * (d - c)) * signedSum β H c := by
  have h : d • (1 : Matrix n n ℝ) - H = (d - c) • (1 : Matrix n n ℝ) + (c • 1 - H) := by module
  rw [signedSum, h, trace_exp_shift, signedSum]

/-- For a real symmetric `H` and `β ≥ 0`, raising the shift never lowers the average sign; for
`β > 0` it strictly improves it if the old shift was below some diagonal entry of `H`. -/
theorem averageSign_mono [Nonempty n] {H : Matrix n n ℝ} (hH : H.IsSymm) {β c d : ℝ}
    (hβ : 0 ≤ β) (hcd : c ≤ d) :
    averageSign β H c ≤ averageSign β H d ∧
    (0 < β → c < d → (∃ i, c < H i i) → averageSign β H c < averageSign β H d) := by
  -- triangle inequality, entry by entry
  have hent : ∀ i j, absEntries (d • (1 : Matrix n n ℝ) - H) i j ≤
      ((d - c) • (1 : Matrix n n ℝ) + absEntries (c • (1 : Matrix n n ℝ) - H)) i j := by
    intro i j
    rcases eq_or_ne i j with rfl | hij
    · simp only [absEntries, Matrix.map_apply, Matrix.add_apply, Matrix.sub_apply,
        Matrix.smul_apply, Matrix.one_apply_eq, smul_eq_mul, mul_one]
      rcases abs_cases (d - H i i) with h1 | h1 <;>
        rcases abs_cases (c - H i i) with h2 | h2 <;> linarith
    · simp [absEntries, Matrix.one_apply_ne hij]
  have hdom : ∀ i j, |(β • absEntries (d • (1 : Matrix n n ℝ) - H)) i j| ≤
      (β • ((d - c) • (1 : Matrix n n ℝ) + absEntries (c • (1 : Matrix n n ℝ) - H))) i j := by
    intro i j
    have h0 : 0 ≤ (β • absEntries (d • (1 : Matrix n n ℝ) - H)) i j :=
      mul_nonneg hβ (abs_nonneg _)
    rw [abs_of_nonneg h0]
    exact mul_le_mul_of_nonneg_left (hent i j) hβ
  obtain ⟨hle, hlt⟩ := trace_exp_le_and_lt hdom
  rw [trace_exp_shift] at hle hlt
  obtain ⟨hN, hDc⟩ := sums_pos hH β c
  have hDd := (sums_pos hH β d).2
  constructor
  · rw [averageSign, averageSign, div_le_div_iff₀ hDc hDd, signedSum_shift β H c d]
    calc signedSum β H c * absSum β H d
        ≤ signedSum β H c * (Real.exp (β * (d - c)) * absSum β H c) :=
          mul_le_mul_of_nonneg_left hle hN.le
      _ = _ := by ring
  · rintro hβ' hcd' ⟨i, hi⟩
    -- the first-order term of the series is already strictly larger
    have hstrict := hlt 1 (by
      rw [pow_one, pow_one]
      refine Finset.sum_lt_sum (fun j _ => (le_abs_self _).trans (hdom j j))
        ⟨i, Finset.mem_univ i, mul_lt_mul_of_pos_left ?_ hβ'⟩
      simp only [absEntries, Matrix.map_apply, Matrix.add_apply, Matrix.sub_apply,
        Matrix.smul_apply, Matrix.one_apply_eq, smul_eq_mul, mul_one]
      rcases abs_cases (d - H i i) with h1 | h1 <;>
        rcases abs_cases (c - H i i) with h2 | h2 <;> linarith)
    rw [averageSign, averageSign, div_lt_div_iff₀ hDc hDd, signedSum_shift β H c d]
    calc signedSum β H c * absSum β H d
        < signedSum β H c * (Real.exp (β * (d - c)) * absSum β H c) :=
          mul_lt_mul_of_pos_left hstrict hN
      _ = _ := by ring

/-- Let `H` be real symmetric, `β ≥ 0`, and `c` at least every diagonal entry of `H`. Every other
such shift gives the same average sign, and no shift at all gives a larger one. -/
theorem averageSign_plateau [Nonempty n] {H : Matrix n n ℝ} (hH : H.IsSymm) {β c : ℝ}
    (hβ : 0 ≤ β) (hc : ∀ i, H i i ≤ c) :
    (∀ d, (∀ i, H i i ≤ d) → averageSign β H d = averageSign β H c) ∧
    ∀ c', averageSign β H c' ≤ averageSign β H c := by
  have hconst : ∀ d, (∀ i, H i i ≤ d) → averageSign β H d = averageSign β H c := by
    intro d hd
    -- for shifts at or above every diagonal entry, the modulus can change only off-diagonal entries
    have h : absEntries (d • (1 : Matrix n n ℝ) - H) =
        (d - c) • (1 : Matrix n n ℝ) + absEntries (c • (1 : Matrix n n ℝ) - H) := by
      ext i j
      rcases eq_or_ne i j with rfl | hij
      · simp only [absEntries, Matrix.map_apply, Matrix.add_apply, Matrix.sub_apply,
          Matrix.smul_apply, Matrix.one_apply_eq, smul_eq_mul, mul_one]
        rw [abs_of_nonneg (sub_nonneg.2 (hd i)), abs_of_nonneg (sub_nonneg.2 (hc i))]
        ring
      · simp [absEntries, Matrix.one_apply_ne hij]
    have hD : absSum β H d = Real.exp (β * (d - c)) * absSum β H c := by
      rw [absSum, h, trace_exp_shift, absSum]
    rw [averageSign, hD, signedSum_shift β H c d, mul_div_mul_left _ _ (Real.exp_pos _).ne',
      averageSign]
  refine ⟨hconst, fun c' => ?_⟩
  rcases le_total c' c with h | h
  · exact (averageSign_mono hH hβ h).1
  · exact (hconst c' fun i => (hc i).trans h).le

/-- Three sites on a ring with zero diagonal and all hopping matrix elements equal to `+1`. -/
def triangle : Matrix (Fin 3) (Fin 3) ℝ := !![0, 1, 1; 1, 0, 1; 1, 1, 0]

/-- For the triangle with hopping `+1` and `β > 0`, the average sign is below one at every
energy shift. -/
theorem triangle_averageSign_lt_one {β : ℝ} (hβ : 0 < β) (c : ℝ) :
    averageSign β triangle c < 1 := by
  have hT : triangle.IsSymm := Matrix.IsSymm.ext fun i j => by
    fin_cases i <;> fin_cases j <;> simp [triangle]
  have hdiag : ∀ i, triangle i i ≤ 0 := fun i => by fin_cases i <;> simp [triangle]
  -- it suffices to look at the plateau, which contains c = 0
  refine ((averageSign_plateau hT hβ.le hdiag).2 c).trans_lt ?_
  rw [averageSign, div_lt_one (sums_pos hT β 0).2, signedSum, absSum]
  have h1 : (0 : ℝ) • (1 : Matrix (Fin 3) (Fin 3) ℝ) - triangle = -triangle := by
    rw [zero_smul, zero_sub]
  have h2 : absEntries (-triangle) = triangle := by
    ext i j
    fin_cases i <;> fin_cases j <;> simp [absEntries, triangle]
  have h3 : trace (triangle ^ 3) = 6 := by
    have e : ∀ i j, triangle i j = if i = j then 0 else 1 := by
      intro i j
      fin_cases i <;> fin_cases j <;> simp [triangle]
    rw [pow_three']
    simp only [Matrix.trace, Matrix.diag_apply, Matrix.mul_apply, e]
    -- count the closed three-step walks in the natural numbers
    have key : (∑ i : Fin 3, ∑ j : Fin 3, (∑ k : Fin 3, (if i = k then 0 else 1) *
        (if k = j then 0 else 1)) * (if j = i then 0 else 1) : ℕ) = 6 := by
      decide +kernel
    have hcast := congrArg (fun z : ℕ => (z : ℝ)) key
    push_cast at hcast
    exact hcast
  rw [h1, h2]
  refine (trace_exp_le_and_lt fun i j => ?_).2 3 ?_
  · fin_cases i <;> fin_cases j <;> simp [triangle, abs_of_pos hβ]
  · -- the closed walk around the triangle carries a negative weight
    rw [smul_pow, smul_pow, Odd.neg_pow (by decide : Odd 3), Matrix.trace_smul,
      Matrix.trace_smul, Matrix.trace_neg, h3, smul_eq_mul, smul_eq_mul]
    have := pow_pos hβ 3
    linarith

end

end SeriesExpansionShift
```

```lean
#print axioms SeriesExpansionShift.averageSign_plateau
#print axioms SeriesExpansionShift.triangle_averageSign_lt_one
```

```
'SeriesExpansionShift.averageSign_plateau' depends on axioms: [propext, Classical.choice, Quot.sound]
'SeriesExpansionShift.triangle_averageSign_lt_one' depends on axioms: [propext, Classical.choice, Quot.sound]
```

## From matrix entries to the average sign

`hasSum_trace_exp` takes the trace of the exponential series term by term. `abs_pow_le` carries entrywise domination to all powers by induction, using the triangle inequality for the sum in a matrix product. `trace_exp_le_and_lt` combines the two: the traces of the exponentials are ordered, and strictly so if one power has a strictly larger trace.

`trace_exp_shift` splits off the commuting constant, and `signedSum_shift` applies this to $N$. `trace_exp_pos` is the sum-of-squares argument, which `sums_pos` applies to both $N$ and $D$.

In `averageSign_mono`, `hent` is the entrywise triangle inequality, with the diagonal case settled by the signs of $d-H_{ii}$ and $c-H_{ii}$. The quotients are then compared by cross-multiplication, which uses the positivity of $D$, and the bound on $D$ is multiplied by the positive $N(c)$. The strict part calls the comparison lemma at power 1.

`averageSign_plateau` proves the entrywise equality for shifts that are at least every diagonal element, and cancels the common exponential factor. For an arbitrary `c'` it uses monotonicity if `c'` is at most `c`, and constancy otherwise.

The triangle proof first reduces every shift to $c=0$. It then counts six closed three-step walks and calls the comparison lemma at power 3, where the two traces have opposite signs.
